# For positive step h and frequency w, kick-drift-kick for the harmonic oscillator has bounded powers exactly when hw < 2

## At what step size does kick-drift-kick lose stability?

For a unit-mass oscillator of angular frequency \(w>0\), the half kick, drift, half kick scheme with step \(h>0\) stays bounded from every initial state if and only if \(hw<2\). In that range its one-step matrix should have eigenvalues \(e^{\pm i\theta}\) with \(\theta=2\arcsin(hw/2)\). I can get this from a 2×2 matrix, but I would like a rigorous, machine-checked version that also settles \(hw=2\). Can it be done in Lean?

## Rotation below the threshold, growth from the threshold on

Yes. The Lean file below proves the criterion, including unbounded growth at \(hw=2\), and the eigenvalues for \(hw<2\). For a single harmonic mode in exact arithmetic, this is the stability limit on the time step of velocity Verlet in molecular dynamics.

Put \(x=hw\), \(a=1-x^2/2\) and \(b=w^2(1-x^2/4)\). On vectors \((q,p)\), the step is
\[
M=\begin{pmatrix}1&0\\-hw^2/2&1\end{pmatrix}
\begin{pmatrix}1&h\\0&1\end{pmatrix}
\begin{pmatrix}1&0\\-hw^2/2&1\end{pmatrix}
=\begin{pmatrix}a&h\\-hb&a\end{pmatrix}.
\]

**Conserved form.** With \(q'=aq+hp\) and \(p'=ap-hbq\), the cross terms cancel:
\[
p'^2+bq'^2=(a^2+h^2b)(p^2+bq^2)=p^2+bq^2,
\]
because \(a^2+h^2b=(1-x^2+x^4/4)+(x^2-x^4/4)=1\).

**Below the threshold.** If \(0<x<2\), then \(0<\theta<\pi\) and \(\sin(\theta/2)=x/2\). Hence \(\cos\theta=1-2\sin^2(\theta/2)=a\), and \(s=\sin\theta>0\) satisfies \(s^2=1-a^2=h^2b\). The lower left entry of \(M\) is therefore \(-s^2/h\), and
\[
M^n=\begin{pmatrix}\cos n\theta&(h/s)\sin n\theta\\-(s/h)\sin n\theta&\cos n\theta\end{pmatrix}.
\]
This holds at \(n=0\). Multiplying by \(M\) gives, in the first row, \(\cos n\theta\cos\theta-\sin n\theta\sin\theta\) and \((h/s)(\sin n\theta\cos\theta+\cos n\theta\sin\theta)\); the second row works the same way, and the addition theorems finish the induction. Every entry is at most \(1+h/s+s/h\) in size. Moreover,
\[
\det(M-z)=(\cos\theta-z)^2+\sin^2\theta=(z-e^{i\theta})(z-e^{-i\theta}).
\]

**From the threshold on.** If \(x\ge2\), number rows and columns from 0 and set \(u_n=(-1)^n(M^n)_{00}\), \(v_n=-(-1)^n(M^n)_{01}\). Then \(u_0=1\), \(v_0=0\) and
\[
u_{n+1}=(x^2/2-1)u_n+hw^2(x^2/4-1)v_n,\qquad
v_{n+1}=hu_n+(x^2/2-1)v_n.
\]
Since \(x^2/2-1\ge1\) and \(x^2/4-1\ge0\), induction gives \(u_n\ge1\) and \(v_n\ge nh\), so no common bound exists. At \(x=2\) both are equalities and the growth is linear. For \(x>2\) it is exponential, because \(v_1=h\) and \(v_{n+1}\ge(x^2/2-1)v_n\) with \(x^2/2-1>1\).

**How Lean states it.** Index `0` is position and `1` is momentum. `strang` is defined as the product of shears, so the explicit matrix is a theorem, `strang_eq`. `PowersBounded` asks for one constant covering all entries and all \(n\); it may depend on \(h\) and \(w\). The columns of \(M^n\) are the states reached from \((1,0)\) and \((0,1)\), so by linearity this is the same as boundedness from every initial state. `shadowEnergy` is the conserved form above, without the factor \(1/2\) of an energy: at \(h=0\) it is twice the energy of the oscillator. `shadowEnergy_conserved` holds for all real \(h,w\), but the form is positive definite only when \(w\ne0\) and \(|hw|<2\), so conservation alone does not give stability. In `strang_eigenvalue_iff` the real matrix is mapped to complex entries, and an eigenvalue is a \(z\) with a nonzero eigenvector.

```lean
import Mathlib

open Matrix

namespace StrangOscillator

noncomputable section

/-- Kick of duration `t`: the harmonic force changes the momentum at fixed position.
Phase-space vectors are ordered as `(q, p)`, with unit mass. -/
def kick (t w : ℝ) : Matrix (Fin 2) (Fin 2) ℝ := !![1, 0; -(t * w ^ 2), 1]

/-- Drift of duration `t`: free motion at fixed momentum. -/
def drift (t : ℝ) : Matrix (Fin 2) (Fin 2) ℝ := !![1, t; 0, 1]

/-- One Strang step: half a kick, a full drift, half a kick. -/
def strang (h w : ℝ) : Matrix (Fin 2) (Fin 2) ℝ :=
  kick (h / 2) w * drift h * kick (h / 2) w

/-- The quadratic form `p² + w² (1 - h² w² / 4) q²` on phase space. -/
def shadowEnergy (h w : ℝ) (v : Fin 2 → ℝ) : ℝ :=
  v 1 ^ 2 + w ^ 2 * (1 - (h * w) ^ 2 / 4) * v 0 ^ 2

/-- The angle `2 arcsin (h w / 2)`. -/
def angle (h w : ℝ) : ℝ := 2 * Real.arcsin (h * w / 2)

/-- The entries of all powers of `M` are bounded in absolute value by one constant. -/
def PowersBounded (M : Matrix (Fin 2) (Fin 2) ℝ) : Prop :=
  ∃ C : ℝ, ∀ (n : ℕ) (i j : Fin 2), |(M ^ n) i j| ≤ C

/-- The one-step matrix of the kick-drift-kick scheme. -/
theorem strang_eq (h w : ℝ) :
    strang h w = !![1 - (h * w) ^ 2 / 2, h;
      -(h * w ^ 2 * (1 - (h * w) ^ 2 / 4)), 1 - (h * w) ^ 2 / 2] := by
  unfold strang kick drift
  rw [Matrix.mul_fin_two, Matrix.mul_fin_two]
  ext i j
  fin_cases i <;> fin_cases j <;> simp <;> ring

/-- The form `p² + w² (1 - h² w² / 4) q²` has the same value after any number of steps. -/
theorem shadowEnergy_conserved (h w : ℝ) (v : Fin 2 → ℝ) (n : ℕ) :
    shadowEnergy h w ((strang h w ^ n) *ᵥ v) = shadowEnergy h w v := by
  -- a single step preserves the form
  have step : ∀ u : Fin 2 → ℝ,
      shadowEnergy h w (strang h w *ᵥ u) = shadowEnergy h w u := by
    intro u
    simp only [shadowEnergy, strang_eq, Matrix.mulVec, dotProduct, Fin.sum_univ_two,
      Matrix.of_apply, Matrix.cons_val_zero, Matrix.cons_val_one]
    ring
  induction n with
  | zero => simp
  | succ n ih => rw [pow_succ', ← Matrix.mulVec_mulVec, step, ih]

/-- For `h, w > 0` with `h w < 2` the angle has positive sine, and the step matrix is expressed
through its sine and cosine. -/
theorem strang_eq_trig {h w : ℝ} (hh : 0 < h) (hw : 0 < w) (hx : h * w < 2) :
    0 < Real.sin (angle h w) ∧
    strang h w = !![Real.cos (angle h w), h;
      -(Real.sin (angle h w) ^ 2 / h), Real.cos (angle h w)] := by
  have hpos : 0 < h * w := mul_pos hh hw
  have hs : Real.sin (Real.arcsin (h * w / 2)) = h * w / 2 :=
    Real.sin_arcsin (by linarith) (by linarith)
  have hsc := Real.sin_sq_add_cos_sq (Real.arcsin (h * w / 2))
  rw [hs] at hsc
  have hc : Real.cos (angle h w) = 1 - (h * w) ^ 2 / 2 := by
    rw [angle, Real.cos_two_mul]
    linear_combination 2 * hsc
  have hq : Real.sin (angle h w) ^ 2 = h * (h * w ^ 2 * (1 - (h * w) ^ 2 / 4)) := by
    have := Real.sin_sq_add_cos_sq (angle h w)
    rw [hc] at this
    linear_combination this
  constructor
  · have h1 : 0 < Real.arcsin (h * w / 2) := Real.arcsin_pos.mpr (by linarith)
    have h2 : Real.arcsin (h * w / 2) < Real.pi / 2 :=
      Real.arcsin_lt_pi_div_two.mpr (by linarith)
    apply Real.sin_pos_of_pos_of_lt_pi <;> unfold angle <;> linarith
  · rw [strang_eq, hc, hq, mul_div_cancel_left₀ _ hh.ne']

/-- Closed form of the propagator after `n` steps, for `h, w > 0` with `h w < 2`. -/
theorem strang_pow {h w : ℝ} (hh : 0 < h) (hw : 0 < w) (hx : h * w < 2) (n : ℕ) :
    strang h w ^ n =
      !![Real.cos (n * angle h w),
          h / Real.sin (angle h w) * Real.sin (n * angle h w);
        -(Real.sin (angle h w) / h) * Real.sin (n * angle h w),
          Real.cos (n * angle h w)] := by
  obtain ⟨hs, hM⟩ := strang_eq_trig hh hw hx
  induction n with
  | zero => simp [Matrix.one_fin_two]
  | succ n ih =>
    rw [pow_succ, ih, hM, Matrix.mul_fin_two]
    -- the addition theorems advance the angle by one step
    push_cast
    rw [add_mul, one_mul, Real.cos_add, Real.sin_add]
    generalize Real.sin (angle h w) = s at *
    generalize Real.cos (angle h w) = c at *
    generalize Real.sin (n * angle h w) = S at *
    generalize Real.cos (n * angle h w) = C at *
    have hs' : s ≠ 0 := hs.ne'
    have hh' : h ≠ 0 := hh.ne'
    have k1 : h / s * s = h := by field_simp
    have k2 : s / h * h = s := by field_simp
    have e1 : C * c + h / s * S * -(s ^ 2 / h) = C * c - S * s := by
      linear_combination -S * (s / h) * k1 - S * k2
    have e2 : C * h + h / s * S * c = h / s * (S * c + C * s) := by
      linear_combination -C * k1
    have e3 : -(s / h) * S * c + C * -(s ^ 2 / h) = -(s / h) * (S * c + C * s) := by
      ring
    have e4 : -(s / h) * S * h + C * c = C * c - S * s := by
      linear_combination -S * k2
    rw [e1, e2, e3, e4]

/-- For `h > 0` and `h w ≥ 2` the response of the position to the initial momentum after `n` steps
is at least `n h` in size. -/
theorem strang_growth {h w : ℝ} (hh : 0 < h) (hx : 2 ≤ h * w) (n : ℕ) :
    n * h ≤ |(strang h w ^ n) 0 1| := by
  have m00 : strang h w 0 0 = 1 - (h * w) ^ 2 / 2 := by simp [strang_eq]
  have m01 : strang h w 0 1 = h := by simp [strang_eq]
  have m10 : strang h w 1 0 = -(h * w ^ 2 * (1 - (h * w) ^ 2 / 4)) := by
    simp [strang_eq]
  have m11 : strang h w 1 1 = 1 - (h * w) ^ 2 / 2 := by simp [strang_eq]
  have hc : 0 ≤ (h * w) ^ 2 / 2 - 2 := by nlinarith
  have hk : 0 ≤ h * w ^ 2 * ((h * w) ^ 2 / 4 - 1) :=
    mul_nonneg (by positivity) (by linarith)
  -- after sign changes, the entries of the first row are at least `1` and `n * h`
  have key : ∀ n : ℕ, 1 ≤ (-1) ^ n * (strang h w ^ n) 0 0 ∧
      n * h ≤ -((-1) ^ n * (strang h w ^ n) 0 1) := by
    intro n
    induction n with
    | zero => simp
    | succ n ih =>
      obtain ⟨h0, h1⟩ := ih
      have hn : 0 ≤ (n : ℝ) * h := by positivity
      rw [pow_succ (strang h w), Matrix.mul_apply, Matrix.mul_apply, Fin.sum_univ_two,
        Fin.sum_univ_two, m00, m01, m10, m11, pow_succ (-1 : ℝ)]
      push_cast
      have p1 := mul_nonneg hc (zero_le_one.trans h0)
      have p2 := mul_nonneg hk (hn.trans h1)
      have p3 := mul_nonneg hh.le (sub_nonneg.mpr h0)
      have p4 := mul_nonneg hc (hn.trans h1)
      constructor
      · linarith
      · linarith
  calc (n : ℝ) * h ≤ -((-1) ^ n * (strang h w ^ n) 0 1) := (key n).2
    _ ≤ |(-1) ^ n * (strang h w ^ n) 0 1| := neg_le_abs _
    _ = |(strang h w ^ n) 0 1| := by simp [abs_mul]

/-- Stability criterion: for `h > 0` and `w > 0`, the powers of the Strang propagator are bounded if
and only if `h w < 2`. -/
theorem strang_stable_iff {h w : ℝ} (hh : 0 < h) (hw : 0 < w) :
    PowersBounded (strang h w) ↔ h * w < 2 := by
  constructor
  · rintro ⟨C, hC⟩
    by_contra hx
    obtain ⟨n, hn⟩ := exists_nat_gt (C / h)
    rw [div_lt_iff₀ hh] at hn
    linarith [strang_growth hh (not_lt.mp hx) n, hC n 0 1]
  · intro hx
    have hs := (strang_eq_trig hh hw hx).1
    have a1 : 0 < h / Real.sin (angle h w) := div_pos hh hs
    have a2 : 0 < Real.sin (angle h w) / h := div_pos hs hh
    refine ⟨1 + h / Real.sin (angle h w) + Real.sin (angle h w) / h, fun n i j => ?_⟩
    have b0 := Real.abs_cos_le_one (n * angle h w)
    have b1 : |h / Real.sin (angle h w) * Real.sin (n * angle h w)|
        ≤ h / Real.sin (angle h w) := by
      rw [abs_mul, abs_of_pos a1]
      exact mul_le_of_le_one_right a1.le (Real.abs_sin_le_one _)
    have b2 : |-(Real.sin (angle h w) / h) * Real.sin (n * angle h w)|
        ≤ Real.sin (angle h w) / h := by
      rw [abs_mul, abs_neg, abs_of_pos a2]
      exact mul_le_of_le_one_right a2.le (Real.abs_sin_le_one _)
    rw [strang_pow hh hw hx]
    fin_cases i <;> fin_cases j
    · change |Real.cos (n * angle h w)| ≤ _
      linarith
    · change |h / Real.sin (angle h w) * Real.sin (n * angle h w)| ≤ _
      linarith
    · change |-(Real.sin (angle h w) / h) * Real.sin (n * angle h w)| ≤ _
      linarith
    · change |Real.cos (n * angle h w)| ≤ _
      linarith

/-- For `h, w > 0` with `h w < 2` the complex eigenvalues of the step matrix are exactly `exp (i θ)`
and `exp (-i θ)` with `θ = 2 arcsin (h w / 2)`. -/
theorem strang_eigenvalue_iff {h w : ℝ} (hh : 0 < h) (hw : 0 < w) (hx : h * w < 2)
    (z : ℂ) :
    (∃ v : Fin 2 → ℂ, v ≠ 0 ∧ (strang h w).map Complex.ofReal *ᵥ v = z • v) ↔
      z = Complex.exp (angle h w * Complex.I) ∨
      z = Complex.exp (-angle h w * Complex.I) := by
  obtain ⟨-, hM⟩ := strang_eq_trig hh hw hx
  -- the characteristic determinant factorises
  have hdet : ((strang h w).map Complex.ofReal - z • 1).det =
      (z - Complex.exp (angle h w * Complex.I)) *
        (z - Complex.exp (-angle h w * Complex.I)) := by
    have hne : (h : ℂ) ≠ 0 := Complex.ofReal_ne_zero.mpr hh.ne'
    have hp : (h : ℂ) * (Complex.sin (angle h w) ^ 2 / h) =
        Complex.sin (angle h w) ^ 2 := mul_div_cancel₀ _ hne
    rw [hM, Matrix.det_fin_two, Complex.exp_mul_I, Complex.exp_mul_I, Complex.cos_neg,
      Complex.sin_neg]
    simp only [Matrix.sub_apply, Matrix.map_apply, Matrix.smul_apply, Matrix.of_apply,
      Matrix.cons_val_zero, Matrix.cons_val_one, Matrix.one_apply_eq, smul_eq_mul,
      Matrix.one_apply_ne (zero_ne_one : (0 : Fin 2) ≠ 1),
      Matrix.one_apply_ne (one_ne_zero : (1 : Fin 2) ≠ 0)]
    push_cast
    linear_combination hp + Complex.sin (angle h w) ^ 2 * Complex.I_sq
  have key : (∃ v : Fin 2 → ℂ, v ≠ 0 ∧
      (strang h w).map Complex.ofReal *ᵥ v = z • v) ↔
      ((strang h w).map Complex.ofReal - z • 1).det = 0 := by
    rw [← Matrix.exists_mulVec_eq_zero_iff]
    simp only [Matrix.sub_mulVec, Matrix.smul_mulVec, Matrix.one_mulVec, sub_eq_zero]
  rw [key, hdet, mul_eq_zero, sub_eq_zero, sub_eq_zero]

end

end StrangOscillator
```

```lean
#print axioms StrangOscillator.shadowEnergy_conserved
#print axioms StrangOscillator.strang_eq_trig
#print axioms StrangOscillator.strang_stable_iff
#print axioms StrangOscillator.strang_eigenvalue_iff
```

```
'StrangOscillator.shadowEnergy_conserved' depends on axioms: [propext, Classical.choice, Quot.sound]
'StrangOscillator.strang_eq_trig' depends on axioms: [propext, Classical.choice, Quot.sound]
'StrangOscillator.strang_stable_iff' depends on axioms: [propext, Classical.choice, Quot.sound]
'StrangOscillator.strang_eigenvalue_iff' depends on axioms: [propext, Classical.choice, Quot.sound]
```

**How the proof runs.** `shadowEnergy_conserved` checks one step with `ring` and then inducts. `strang_eq_trig` supplies \(\sin\theta>0\) and the trigonometric matrix. In `strang_pow`, `e1` to `e4` are the four entries of the induction step. In `strang_growth`, `key` carries the two inequalities for \(u_n\) and \(v_n\), and `p1` to `p4` are the nonnegative products they need. `strang_stable_iff` refutes a supposed bound \(C\) by choosing \(n>C/h\); conversely, it uses the explicit bound above. For the spectrum, `hdet` factors the determinant and `key` equates its vanishing with the existence of an eigenvector.

The file leaves out the frequency shift: \(\arcsin y>y\) for \(0<y<1\) gives \(\theta>hw\), so the numerical oscillation runs too fast.

Drift-kick-drift has the same threshold. With \(A\) a half drift followed by a half kick, and \(B\) the reverse order, the two schemes are \(AB\) and \(BA\), and \((BA)^{n+1}=B(AB)^nA\) carries bounds from one to the other; exchanging \(A\) and \(B\) gives the converse.
